# A free electron cannot absorb a single photon and conserve both energy and momentum

Momenta are vectors in a real inner-product space $V$, with inner product $\langle\cdot,\cdot\rangle$ and norm $\|\cdot\|$. For a transport code, $V$ is ordinary three-dimensional momentum space. Units have $c = 1$, so mass, momentum and energy share one unit.

A free particle of mass $m$ and momentum $p$ has the energy

$$E_m(p) = \sqrt{m^2 + \|p\|^2},$$

which includes the rest energy. A photon is described by its momentum $k$ and has energy $\|k\|$. Here $k$ is a momentum and not a wave vector; a code that stores wave vectors must multiply by $\hbar$ first.

## The energy surplus and its square

Suppose an electron of mass $m > 0$ and momentum $p$ meets a photon of momentum $k \neq 0$. If the photon disappears and nothing else takes part, momentum conservation gives the electron the momentum $p + k$. The energy does not fit:

$$E_m(p+k) < E_m(p) + \|k\|.$$

The condition $m > 0$ says that the particle has a rest mass, and $k \neq 0$ says that there is a photon to absorb. The bound comes from an identity that holds for every real $m$ and all $p$ and $k$:

$$\bigl(E_m(p) + \|k\|\bigr)^2 - E_m(p+k)^2 = 2\bigl(E_m(p)\,\|k\| - \langle p,k\rangle\bigr).$$

The bracket on the right is the product of the two four-momenta.

## Photon removal in transport codes

In a Monte Carlo code that tracks free electrons and vacuum photons individually, the bound rules out any event in which one photon is removed and one electron of unchanged mass is the only product. A routine that deletes the photon and updates the electron by $p \to p + k$ conserves momentum and loses energy. The loss can be large: for an electron at rest it is $m + \|k\| - \sqrt{m^2 + \|k\|^2}$, which for $\|k\| \ll m$ is nearly the whole photon energy.

Free-free absorption needs a further body, usually an ion, to take up momentum. This agrees with the form of the free-free absorption coefficient in a plasma, which contains the ion density as well as the electron density. The kinematic part of that process, for one electron and one structureless second body, is also proved below.

## From Cauchy-Schwarz to the forbidden process

**A massive particle has more energy than momentum.** Since $m > 0$,

$$\|p\|^2 < m^2 + \|p\|^2 = E_m(p)^2.$$

Both $\|p\|$ and $E_m(p)$ are nonnegative, so $\|p\| < E_m(p)$.

**The difference of squares.** Expanding the two squares gives

$$\bigl(E_m(p)+\|k\|\bigr)^2 = m^2 + \|p\|^2 + 2E_m(p)\|k\| + \|k\|^2,$$

$$E_m(p+k)^2 = m^2 + \|p\|^2 + 2\langle p,k\rangle + \|k\|^2.$$

Subtracting the second line from the first leaves the identity stated above.

**The sign.** The Cauchy-Schwarz inequality and the first step, multiplied by $\|k\| > 0$, give

$$\langle p,k\rangle \le \|p\|\,\|k\| < E_m(p)\,\|k\|.$$

The difference of squares is therefore positive. Both $E_m(p) + \|k\|$ and $E_m(p+k)$ are nonnegative, so the order of the squares is the order of the quantities themselves, and the bound follows.

**Emission.** Apply the bound to an electron of momentum $p - k$. Since $(p-k)+k = p$,

$$E_m(p) < E_m(p-k) + \|k\|.$$

A free electron that emitted one photon would need more energy than it had.

**The massless case.** For $m = 0$ the energy is $E_0(p) = \|p\|$, and energy balance becomes $\|p+k\| = \|p\| + \|k\|$. This is equality in the triangle inequality, which holds exactly when $p$ and $k$ lie on a common ray, that is, when one of them is zero or they point in the same direction. The strict bound thus fails for massless particles moving in parallel.

**A second body.** Return to $m > 0$ and $k \neq 0$. Let the second body have mass $M$ and initial momentum $P$, and let it receive the momentum $q$. The electron ends with $p + k - q$. The total initial energy is

$$C = E_m(p) + \|k\| + E_M(P).$$

Try transfers along the photon direction, $q = t\,k$, and follow the final energy

$$f(t) = E_m(p + k - t\,k) + E_M(P + t\,k).$$

At $t = 0$ the bound gives $f(0) = E_m(p+k) + E_M(P) < C$. At $T = (C + \|P\|)/\|k\|$ the transfer has norm $C + \|P\|$, so the triangle inequality gives

$$\|P + T k\| \ge \|T k\| - \|P\| = C.$$

Hence $f(T) \ge E_M(P+Tk) \ge \|P+Tk\| \ge C$. The function $f$ is continuous, so $f(t) = C$ for some $t$ between $0$ and $T$. The corresponding $q$ is nonzero, because $q = 0$ would give the final energy $f(0)$, which is less than $C$.

## The complete Lean file

```lean
import Mathlib

open scoped InnerProductSpace

namespace FreeElectronPhoton

noncomputable section

variable {V : Type*} [NormedAddCommGroup V]

/-- The relativistic energy of a free particle of mass `m` and momentum `p`, in units `c = 1`. -/
def energy (m : ℝ) (p : V) : ℝ := Real.sqrt (m ^ 2 + ‖p‖ ^ 2)

/-- The energy of a free particle is nonnegative. -/
theorem energy_nonneg (m : ℝ) (p : V) : 0 ≤ energy m p := Real.sqrt_nonneg _

/-- The mass-shell relation: energy squared is mass squared plus momentum squared. -/
theorem energy_sq (m : ℝ) (p : V) : energy m p ^ 2 = m ^ 2 + ‖p‖ ^ 2 :=
  Real.sq_sqrt (by positivity)

/-- The energy of a massive particle is strictly greater than the magnitude of its momentum. -/
theorem norm_lt_energy {m : ℝ} (hm : 0 < m) (p : V) : ‖p‖ < energy m p := by
  have h : ‖p‖ ^ 2 < energy m p ^ 2 := by
    rw [energy_sq]
    have := pow_pos hm 2
    linarith
  exact (le_abs_self _).trans_lt (abs_lt_of_sq_lt_sq h (energy_nonneg m p))

variable [InnerProductSpace ℝ V]

/-- The square of the total energy of electron and photon exceeds the square of the energy of
an electron carrying their total momentum by twice the product of their four-momenta. -/
theorem energy_sq_mismatch (m : ℝ) (p k : V) :
    (energy m p + ‖k‖) ^ 2 - energy m (p + k) ^ 2 = 2 * (energy m p * ‖k‖ - ⟪p, k⟫_ℝ) := by
  linear_combination energy_sq m p - energy_sq m (p + k) - norm_add_sq_real p k

/-- A free electron cannot absorb a single photon: the energy before absorption is strictly
greater than that of an electron carrying the total momentum. -/
theorem no_single_photon_absorption {m : ℝ} (hm : 0 < m) (p : V) {k : V} (hk : k ≠ 0) :
    energy m (p + k) < energy m p + ‖k‖ := by
  have hk' : 0 < ‖k‖ := norm_pos_iff.mpr hk
  -- Cauchy-Schwarz, followed by the strict bound of momentum by energy
  have hpk : ⟪p, k⟫_ℝ < energy m p * ‖k‖ :=
    (real_inner_le_norm p k).trans_lt (mul_lt_mul_of_pos_right (norm_lt_energy hm p) hk')
  have hsq : energy m (p + k) ^ 2 < (energy m p + ‖k‖) ^ 2 := by
    have := energy_sq_mismatch m p k
    linarith
  exact (le_abs_self _).trans_lt
    (abs_lt_of_sq_lt_sq hsq (add_nonneg (energy_nonneg m p) hk'.le))

/-- A free electron cannot emit a single photon: the recoiling electron and the photon together
would have strictly more energy than the initial electron. -/
theorem no_single_photon_emission {m : ℝ} (hm : 0 < m) (p : V) {k : V} (hk : k ≠ 0) :
    energy m p < energy m (p - k) + ‖k‖ := by
  have h := no_single_photon_absorption hm (p - k) hk
  rwa [sub_add_cancel] at h

/-- For a massless particle, absorption of a photon conserves energy and momentum exactly when
the two momenta lie on a common ray. -/
theorem massless_absorption_iff (p k : V) :
    energy 0 (p + k) = energy 0 p + ‖k‖ ↔ SameRay ℝ p k := by
  have h : ∀ v : V, energy 0 v = ‖v‖ := by
    intro v
    have h0 : (0 : ℝ) ^ 2 + ‖v‖ ^ 2 = ‖v‖ ^ 2 := by ring
    rw [energy, h0, Real.sqrt_sq (norm_nonneg v)]
  rw [h, h]
  exact sameRay_iff_norm_add.symm

/-- For a second body of mass `M` and initial momentum `P`, there is a nonzero momentum transfer `q`
to that body such that the final energies of electron and body, with momenta `p + k - q` and `P +
q`, add up to the initial energy of electron, photon and body. -/
theorem absorption_with_second_body {m : ℝ} (hm : 0 < m) (M : ℝ) (p P : V) {k : V}
    (hk : k ≠ 0) :
    ∃ q : V, q ≠ 0 ∧
      energy m (p + k - q) + energy M (P + q) = energy m p + ‖k‖ + energy M P := by
  have hk' : 0 < ‖k‖ := norm_pos_iff.mpr hk
  have habs := no_single_photon_absorption hm p hk
  obtain ⟨C, hC⟩ : ∃ C : ℝ, C = energy m p + ‖k‖ + energy M P := ⟨_, rfl⟩
  have hC0 : 0 ≤ C := by
    have h1 := energy_nonneg m p
    have h2 := energy_nonneg M P
    linarith
  -- the final energy as a function of the momentum transfer `t • k`
  obtain ⟨f, hf⟩ : ∃ f : ℝ → ℝ,
      ∀ t, f t = energy m (p + k - t • k) + energy M (P + t • k) := ⟨_, fun _ => rfl⟩
  have hcont : Continuous f := by
    rw [funext hf]
    unfold energy
    fun_prop
  obtain ⟨T, hTdef⟩ : ∃ T : ℝ, T = (C + ‖P‖) / ‖k‖ := ⟨_, rfl⟩
  have hT : 0 ≤ T := by
    rw [hTdef]
    positivity
  -- without momentum transfer the final energy is at most `C`
  have hlow : f 0 ≤ C := by
    rw [hf, zero_smul, sub_zero, add_zero]
    linarith
  -- for the momentum transfer `T • k` it is at least `C`
  have hhigh : C ≤ f T := by
    have hnorm : ‖T • k‖ = C + ‖P‖ := by
      rw [norm_smul, Real.norm_of_nonneg hT, hTdef, div_mul_cancel₀ _ hk'.ne']
    have htri := norm_sub_le (P + T • k) P
    rw [add_sub_cancel_left] at htri
    have hsq : ‖P + T • k‖ ^ 2 ≤ energy M (P + T • k) ^ 2 := by
      rw [energy_sq]
      have := sq_nonneg M
      linarith
    have hle := (le_abs_self _).trans (abs_le_of_sq_le_sq hsq (energy_nonneg M (P + T • k)))
    have hpos := energy_nonneg m (p + k - T • k)
    rw [hf]
    linarith
  have hmem : C ∈ Set.Icc (f 0) (f T) := ⟨hlow, hhigh⟩
  obtain ⟨t, -, ht⟩ := intermediate_value_Icc hT hcont.continuousOn hmem
  rw [hf, hC] at ht
  refine ⟨t • k, ?_, ht⟩
  -- a vanishing transfer would be absorption by the free electron alone
  intro h0
  rw [h0, sub_zero, add_zero] at ht
  linarith

end

end FreeElectronPhoton
```

```lean
#print axioms FreeElectronPhoton.no_single_photon_absorption
#print axioms FreeElectronPhoton.no_single_photon_emission
#print axioms FreeElectronPhoton.massless_absorption_iff
#print axioms FreeElectronPhoton.absorption_with_second_body
```

```
'FreeElectronPhoton.no_single_photon_absorption' depends on axioms: [propext, Classical.choice, Quot.sound]
'FreeElectronPhoton.no_single_photon_emission' depends on axioms: [propext, Classical.choice, Quot.sound]
'FreeElectronPhoton.massless_absorption_iff' depends on axioms: [propext, Classical.choice, Quot.sound]
'FreeElectronPhoton.absorption_with_second_body' depends on axioms: [propext, Classical.choice, Quot.sound]
```

## Lean objects and the physical quantities they represent

The type `V` is the momentum space. The definition of `energy` needs only a norm; the inner product enters with `InnerProductSpace ℝ V`, just before the identity. No dimension is fixed, so the theorems cover one-, two- and three-dimensional momentum spaces alike.

`energy m p` is $E_m(p)$, and `⟪p, k⟫_ℝ` is $\langle p,k\rangle$. The photon has no type of its own: it is a vector `k` whose energy is written `‖k‖`. The relation between photon energy and momentum is thus part of how the statement is set up.

`no_single_photon_absorption` takes a proof `hm` that the mass is positive and a proof `hk` that the photon momentum is nonzero. It returns the strict inequality for every initial momentum `p`. `no_single_photon_emission` has the same hypotheses and treats the reverse process. In `massless_absorption_iff`, the predicate `SameRay ℝ p k` expresses the common-ray condition, zero vectors included.

`absorption_with_second_body` also takes `hm` and `hk`, which its docstring does not mention, and states that some nonzero `q` balances the energy. The photon is essential here: for two massive bodies at rest and $k = 0$, every nonzero transfer would raise the energy. Momentum conservation is built into the arguments `p + k - q` and `P + q`, whose sum is the initial total momentum. The mass `M` may be any real number, since only its square enters, but the reading as free-free absorption takes $M > 0$. For $M = 0$ and $P = 0$, the choice $q = k$ solves the equation and describes merely a photon that passes by unchanged. For $M > 0$ that choice is excluded by the single-photon bound, applied to the second body.

## How the Lean proofs follow the algebra

`energy_nonneg` and `energy_sq` supply the two facts about the square root that most of the later proofs use; the massless theorem works from the definition of `energy` instead. `norm_lt_energy` is the first step of the derivation: it compares squares and then uses `abs_lt_of_sq_lt_sq` to return to the quantities themselves.

In `energy_sq_mismatch`, the expansion of both squares is a single `linear_combination`. Its ingredients are the mass-shell relation at `p`, the same relation at `p + k`, and the expansion of $\|p+k\|^2$ given by `norm_add_sq_real`.

The main proof then has three parts. The statement `hpk` chains Cauchy-Schwarz, `real_inner_le_norm`, with the strict bound multiplied by `‖k‖`. The statement `hsq` inserts this into the identity. The last line takes the roots, using the fact that the total energy is nonnegative.

The emission theorem substitutes `p - k` and simplifies. The massless theorem first shows that `energy 0 v` equals `‖v‖` and then quotes Mathlib's characterisation of equality in the triangle inequality, `sameRay_iff_norm_add`.

For the second body, `hlow` and `hhigh` are the estimates at $t = 0$ and $t = T$, `hcont` is the continuity of $f$, and `intermediate_value_Icc` produces the balancing $t$. The closing lines assume that the transfer vanishes and reach a contradiction with `habs`, the main theorem for the electron alone.

## Excitation of a composite particle

The same difference of squares shows what changes when the absorber has internal structure. Let the final particle have mass $m' \ge 0$, which may differ from $m$. Then

$$E_{m'}(p+k)^2 = E_m(p+k)^2 + m'^2 - m^2,$$

so energy balances exactly when

$$m'^2 = m^2 + 2\bigl(E_m(p)\,\|k\| - \langle p,k\rangle\bigr).$$

For $m > 0$ and $k \neq 0$ the added term is positive, so the final mass must be larger. An atom can meet this condition by going to an excited state; an electron has only one mass available. For an atom initially at rest with excitation energy $\Delta = m' - m$, the condition becomes

$$\|k\| = \Delta + \frac{\Delta^2}{2m},$$

where the second term is the kinetic energy of the recoiling atom. This relation is a derivation by hand and has no theorem in the file.

## What a nonrelativistic electron energy would change

Many codes use the kinetic energy $\|p\|^2/(2m)$ for slow electrons. If the statement were modelled with that energy and the photon energy $\|k\|$ were kept, it would be false. Energy balance would read

$$\frac{\|p+k\|^2}{2m} = \frac{\|p\|^2}{2m} + \|k\|,$$

which after expansion, multiplication by $m$ and division by $\|k\|$ is

$$\frac{\langle p,k\rangle}{\|k\|} + \frac{\|k\|}{2} = m.$$

This has solutions, for instance $p = 0$ and $\|k\| = 2m$. The left side is the average of the initial and final electron momentum components along $k$, so the corresponding average velocity equals the speed of light. Such solutions lie where the nonrelativistic formula no longer applies. A code that mixes the two energy formulas can nevertheless find them if its electron momenta or photon energies extend that far; for a soft photon, an electron momentum along $k$ close to $m$ is enough.

## Vacuum kinematics, exact arithmetic and no rates

The single-photon theorems concern a free electron with a definite momentum, a single photon, and the vacuum relation between photon energy and momentum. They do not describe a bound electron, an electron in an external field, or a process with several photons. In a medium the photon energy can be smaller than $\|k\|$, and the bound can then fail.

The second-body theorem is a statement of existence. It gives one admissible momentum transfer, and its proof finds one parallel to $k$, but it says nothing about how transfers are distributed, about the interaction between the bodies, or about cross-sections and rates. It cannot replace a free-free opacity.

The inequalities hold for real numbers. In floating-point arithmetic, a very small $\|k\|$ can be lost when it is added to $E_m(p)$, and a strict inequality may then be evaluated as an equality. A numerical check of energy conservation therefore needs a tolerance suited to the size of the energies involved.
